# The four-particle amplitude of a four-mode BCS pair state is a Pfaffian

Fermionic creation operators can be modelled as matrices on a Fock space or as abstract symbols with prescribed products. Here they are first abstract: four elements $p_0,\dots,p_3$ of an algebra over a commutative ring $K$, with $p_i^2=0$ (Pauli exclusion) and $p_ip_j=-p_jp_i$ for $i\ne j$ (exchange antisymmetry). A concrete Fock space enters only when an amplitude has to be read off. For pair amplitudes $z_{ij}\in K$, set

$$Z=\sum_{i<j}z_{ij}\,p_ip_j,\qquad \mathrm{Pf}(z)=z_{01}z_{23}-z_{02}z_{13}+z_{03}z_{12},\qquad P=p_0p_1p_2p_3 .$$

Then $Z^2=2\,\mathrm{Pf}(z)\,P$ and $Z^3=0$. Over a field of characteristic zero, the unnormalised pair state $e^Z$, whose vacuum amplitude is one, therefore has four-particle amplitude $\mathrm{Pf}(z)$.

## Three ways to pair four modes

In $Z^2$, a product $p_ip_jp_kp_l$ with a repeated mode vanishes: anticommute the two equal factors until they are adjacent, and use $p_i^2=0$. The surviving products join complementary pairs:

$$p_0p_1\,p_2p_3=P,\qquad p_0p_2\,p_1p_3=-P,\qquad p_0p_3\,p_1p_2=P .$$

The second needs one exchange, the third two. Each occurs twice in $Z^2$, once in either order, with the same sign because moving one pair past another takes four exchanges. Hence $Z^2=2\,\mathrm{Pf}(z)\,P$. A third pair must repeat a mode already in $P$, so $Z^3=0$ and

$$e^Z=1+Z+\tfrac12Z^2=1+Z+\mathrm{Pf}(z)\,P .$$

The coefficient of $P$ is the amplitude. In the textbook BCS state each mode has one fixed partner; if only $z_{01}$ and $z_{23}$ are nonzero, the Pfaffian is the single product $z_{01}z_{23}$. Here $z$ is general, so all three pairings can contribute. This state is unnormalised. Over $\mathbb C$, with orthonormal occupation states, the normalised amplitude is $\mathrm{Pf}(z)/\sqrt{1+\sum_{i<j}|z_{ij}|^2+|\mathrm{Pf}(z)|^2}$.

If $z_{ij}=u_iv_j-u_jv_i$, put $a=\sum_iu_ip_i$ and $b=\sum_jv_jp_j$. Collecting $p_ip_j$ with $p_jp_i$ gives $Z=ab$. The same relations give $a^2=b^2=0$ and $ba=-ab$, so $Z^2=abab=-a^2b^2=0$.

For antisymmetric $z$ with zero diagonal, expand the determinant along the first row. Deleting row 0 and column 1, 2 or 3 leaves the minors

$$M_{01}=-z_{23}\mathrm{Pf}(z),\quad M_{02}=-z_{13}\mathrm{Pf}(z),\quad M_{03}=-z_{12}\mathrm{Pf}(z),$$

so $\det z=-z_{01}M_{01}+z_{02}M_{02}-z_{03}M_{03}=\mathrm{Pf}(z)^2$.

The square-zero condition matters. Take anticommuting elements with $p_i^2=1$, as for Majorana operators, and $Z=p_0p_1$. The Pfaffian is zero, yet $Z^2=p_0p_1p_0p_1=-1$.

The same counting by hand for six modes gives $Z^3=6\,\mathrm{Pf}(z)\,p_0p_1\cdots p_5$, where the Pfaffian now has fifteen signed terms, one for each way to pair six modes.

## Creators, pair operator and Pfaffian in Lean

```lean
import Mathlib

open Finset

namespace BCSPfaffian

noncomputable section
```

The modes are labelled by `Fin 4`, and `IsGrassmann p` records the two relations. Annihilation operators are not needed.

```lean
/-- Creation operators of four fermionic modes: each squares to zero and different ones
anticommute. -/
structure IsGrassmann {A : Type*} [Ring A] (p : Fin 4 → A) : Prop where
  sq : ∀ i, p i * p i = 0
  anti : ∀ i j, i ≠ j → p i * p j = -(p j * p i)
```

The array `z` need not be antisymmetric: both definitions below read only its upper triangle. For an antisymmetric array, $Z$ is half the sum over all ordered pairs when 2 is invertible.

```lean
/-- The pair creation operator `Z = ∑_{i<j} z_ij p_i p_j`. -/
def pairOp {K A : Type*} [CommRing K] [Ring A] [Algebra K A]
    (z : Matrix (Fin 4) (Fin 4) K) (p : Fin 4 → A) : A :=
  ∑ i, ∑ j, if i < j then z i j • (p i * p j) else 0

/-- The Pfaffian of a four-by-four array of pair amplitudes, read from its upper triangle. -/
def pf {K : Type*} [CommRing K] (z : Matrix (Fin 4) (Fin 4) K) : K :=
  z 0 1 * z 2 3 - z 0 2 * z 1 3 + z 0 3 * z 1 2
```

The first theorem writes the double sum as its six terms.

```lean
section Algebra

variable {K A : Type*} [CommRing K] [Ring A] [Algebra K A] {p : Fin 4 → A}

/-- The pair operator written out as its six terms. -/
theorem pairOp_eq (z : Matrix (Fin 4) (Fin 4) K) (p : Fin 4 → A) :
    pairOp z p = z 0 1 • (p 0 * p 1) + z 0 2 • (p 0 * p 2) + z 0 3 • (p 0 * p 3)
      + z 1 2 • (p 1 * p 2) + z 1 3 • (p 1 * p 3) + z 2 3 • (p 2 * p 3) := by
  simp [pairOp, Fin.sum_univ_four]
  abel
```

## Sorting the modes by rewriting

The next three lemmas are the exchange rules. `sq_left` says that a longer product beginning with the same creator twice is zero, `swap` orders two creators, and `swap_left` does so when further factors follow. Every exchange moves the smaller index to the left, so repeated rewriting ends with the modes in increasing order or with zero.

```lean
private lemma sq_left (h : IsGrassmann p) (i : Fin 4) (x : A) : p i * (p i * x) = 0 := by
  rw [← mul_assoc, h.sq, zero_mul]

private lemma swap (h : IsGrassmann p) :
    p 1 * p 0 = -(p 0 * p 1) ∧ p 2 * p 0 = -(p 0 * p 2) ∧ p 3 * p 0 = -(p 0 * p 3) ∧
    p 2 * p 1 = -(p 1 * p 2) ∧ p 3 * p 1 = -(p 1 * p 3) ∧ p 3 * p 2 = -(p 2 * p 3) := by
  refine ⟨?_, ?_, ?_, ?_, ?_, ?_⟩ <;> exact h.anti _ _ (by decide)

private lemma swap_left (h : IsGrassmann p) :
    (∀ x, p 1 * (p 0 * x) = -(p 0 * (p 1 * x))) ∧
    (∀ x, p 2 * (p 0 * x) = -(p 0 * (p 2 * x))) ∧
    (∀ x, p 3 * (p 0 * x) = -(p 0 * (p 3 * x))) ∧
    (∀ x, p 2 * (p 1 * x) = -(p 1 * (p 2 * x))) ∧
    (∀ x, p 3 * (p 1 * x) = -(p 1 * (p 3 * x))) ∧
    (∀ x, p 3 * (p 2 * x) = -(p 2 * (p 3 * x))) := by
  have H : ∀ i j : Fin 4, i ≠ j → ∀ x, p i * (p j * x) = -(p j * (p i * x)) := by
    intro i j hij x
    rw [← mul_assoc, h.anti i j hij, neg_mul, mul_assoc]
  exact ⟨H 1 0 (by decide), H 2 0 (by decide), H 3 0 (by decide),
    H 2 1 (by decide), H 3 1 (by decide), H 3 2 (by decide)⟩
```

`pairOp_sq` states $Z^2=2\,\mathrm{Pf}(z)P$ over any commutative ring. Its `simp only` call expands the 36 products, orders them and deletes those with a repeated mode; `module` then collects the six survivors.

```lean
/-- The square of the pair operator is twice the Pfaffian times the product of all four
creation operators. -/
theorem pairOp_sq (h : IsGrassmann p) (z : Matrix (Fin 4) (Fin 4) K) :
    pairOp z p ^ 2 = (2 * pf z) • (p 0 * p 1 * p 2 * p 3) := by
  rw [pow_two, pairOp_eq, pf]
  -- sort the modes in all 36 products by index; those with a repeated mode vanish
  simp only [add_mul, mul_add, smul_mul_assoc, mul_smul_comm, mul_assoc, h.sq, sq_left h,
    swap h, swap_left h, mul_neg, neg_neg, mul_zero, neg_zero, smul_zero, add_zero, zero_add]
  module
```

For the cube, the square is multiplied by one more pair, and the same rules reduce every term to zero.

```lean
/-- The cube of the pair operator vanishes. -/
theorem pairOp_cube (h : IsGrassmann p) (z : Matrix (Fin 4) (Fin 4) K) :
    pairOp z p ^ 3 = 0 := by
  have h3 : pairOp z p ^ 3 = pairOp z p ^ 2 * pairOp z p := pow_succ _ 2
  rw [h3, pairOp_sq h, pairOp_eq]
  -- a third pair always repeats a mode
  simp only [mul_add, smul_mul_assoc, mul_smul_comm, mul_assoc, h.sq, sq_left h,
    swap h, swap_left h, mul_neg, neg_neg, mul_zero, neg_zero, smul_zero, add_zero]
```

For $z_{ij}=u_iv_j-u_jv_i$, called separable in the theorem's name, `pairOp_separable` proves both the factorisation $Z=ab$ and $Z^2=0$. The factorisation follows the calculation by hand. For the square, Lean takes another route: `ring` shows that the Pfaffian vanishes, and `pairOp_sq` does the rest.

```lean
/-- For pair amplitudes `u_i v_j - u_j v_i` the pair operator is a product of two one-particle
creation operators, and its square vanishes. -/
theorem pairOp_separable (h : IsGrassmann p) (u v : Fin 4 → K) :
    pairOp (Matrix.of fun i j => u i * v j - u j * v i) p
        = (∑ i, u i • p i) * (∑ j, v j • p j) ∧
      pairOp (Matrix.of fun i j => u i * v j - u j * v i) p ^ 2 = 0 := by
  constructor
  · rw [pairOp_eq]
    simp only [Matrix.of_apply, Fin.sum_univ_four, add_mul, mul_add, smul_mul_assoc,
      mul_smul_comm, h.sq, swap h, smul_zero, add_zero, zero_add]
    module
  · have h0 : pf (Matrix.of fun i j => u i * v j - u j * v i) = 0 := by
      simp only [pf, Matrix.of_apply]
      ring
    rw [pairOp_sq h, h0, mul_zero, zero_smul]
```

The determinant identity does require antisymmetry and a zero diagonal, as the hypotheses `ha` and `hd`. The proof rewrites `z` as an explicit matrix, expands along the first row and compares polynomials.

```lean
/-- The determinant of an antisymmetric four-by-four matrix with zero diagonal is the square
of its Pfaffian. -/
theorem det_eq_pf_sq (z : Matrix (Fin 4) (Fin 4) K) (hd : ∀ i, z i i = 0)
    (ha : ∀ i j, z j i = -z i j) : z.det = pf z ^ 2 := by
  have hz : z = !![0, z 0 1, z 0 2, z 0 3; -z 0 1, 0, z 1 2, z 1 3;
      -z 0 2, -z 1 2, 0, z 2 3; -z 0 3, -z 1 3, -z 2 3, 0] := by
    ext i j
    fin_cases i <;> fin_cases j <;>
      simp [hd, ha 0 1, ha 0 2, ha 0 3, ha 1 2, ha 1 3, ha 2 3]
  have hdet : ∀ a b c d e f : K, Matrix.det !![0, a, b, c; -a, 0, d, e; -b, -d, 0, f;
      -c, -e, -f, 0] = (a * f - b * e + c * d) ^ 2 := by
    intro a b c d e f
    simp [Matrix.det_succ_row_zero, Fin.sum_univ_succ, Fin.succAbove]
    ring
  exact (congrArg Matrix.det hz).trans (hdet _ _ _ _ _ _)

end Algebra
```

## The terminating exponential

`expSeries K N Z` is the sum of $Z^k/k!$ over $k<N$, so no topology or limit is involved.

```lean
section Fock

variable (K : Type*) [Field K]

/-- The exponential series of `Z`, summed over the orders below `N`. -/
def expSeries {A : Type*} [Ring A] [Algebra K A] (N : ℕ) (Z : A) : A :=
  ∑ k ∈ range N, ((k.factorial : K)⁻¹) • Z ^ k
```

The condition `3 ≤ N` ensures that the second-order term is included. Characteristic zero makes the factorials invertible. The base case $N=3$ cancels $\tfrac12$ against the 2 in $Z^2$; the induction step adds a power of $Z$ that is already zero.

```lean
/-- With at least three terms, the exponential series of the pair operator equals
`1 + Z + Pf(z) p₀p₁p₂p₃`. -/
theorem expSeries_pairOp [CharZero K] {A : Type*} [Ring A] [Algebra K A] {p : Fin 4 → A}
    (h : IsGrassmann p) (z : Matrix (Fin 4) (Fin 4) K) {N : ℕ} (hN : 3 ≤ N) :
    expSeries K N (pairOp z p) = 1 + pairOp z p + pf z • (p 0 * p 1 * p 2 * p 3) := by
  induction N, hN using Nat.le_induction with
  | base =>
    have hf : ((Nat.factorial 2 : ℕ) : K)⁻¹ * (2 * pf z) = pf z := by
      rw [show Nat.factorial 2 = 2 from rfl, Nat.cast_ofNat]
      exact inv_mul_cancel_left₀ two_ne_zero _
    simp only [expSeries, sum_range_succ, sum_range_zero, pairOp_sq h, smul_smul, hf]
    simp
  | succ n hn ih =>
    unfold expSeries at ih ⊢
    rw [sum_range_succ, ih, pow_eq_zero_of_le hn (pairOp_cube h z), smul_zero, add_zero]
```

## Reading the amplitude in Fock space

The Fock space is the exterior algebra on $K^4$. Its unit is the vacuum, and `create K i` is the generator belonging to mode $i$. Left multiplication by this generator creates a particle in mode $i$. A product of creators applied to the vacuum 1 is that same product, so one element stands for both the operator and the state it creates.

```lean
/-- The creation operator of mode `i`, as a generator of the exterior algebra on four modes. -/
def create (i : Fin 4) : ExteriorAlgebra K (Fin 4 → K) :=
  ExteriorAlgebra.ι K (Pi.single i 1)
```

An amplitude is a linear functional on this space. `sector` assigns the determinant to four-particle products and zero to every other particle number, and `amplitude` extends this to all states. The order 0, 1, 2, 3 fixes the sign of the filled state.

```lean
/-- The alternating forms that read off the four-particle sector: the determinant for four
particles and zero for any other number. -/
def sector : ∀ n : ℕ, (Fin 4 → K) [⋀^Fin n]→ₗ[K] K
  | 4 => Matrix.detRowAlternating
  | _ => 0

/-- The four-particle amplitude of a state in the exterior algebra on four modes. -/
def amplitude : ExteriorAlgebra K (Fin 4 → K) →ₗ[K] K :=
  ExteriorAlgebra.liftAlternating (sector K)
```

The vacuum and the two-particle products therefore have amplitude zero.

```lean
private lemma amplitude_one : amplitude K 1 = 0 := by
  rw [amplitude, ExteriorAlgebra.liftAlternating_one]
  rfl

private lemma amplitude_pair (i j : Fin 4) : amplitude K (create K i * create K j) = 0 := by
  have h : create K i * create K j
      = ExteriorAlgebra.ιMulti K 2 ![Pi.single i 1, Pi.single j 1] := by
    simp [ExteriorAlgebra.ιMulti_apply, create]
  rw [h, amplitude, ExteriorAlgebra.liftAlternating_apply_ιMulti]
  rfl
```

For the filled state, the determinant is that of the identity matrix, which is one.

```lean
/-- The state with all four modes filled has four-particle amplitude one. -/
theorem amplitude_filled :
    amplitude K (create K 0 * create K 1 * create K 2 * create K 3) = 1 := by
  have h : create K 0 * create K 1 * create K 2 * create K 3
      = ExteriorAlgebra.ιMulti K 4 (fun i : Fin 4 => Pi.single i (1 : K)) := by
    simp [ExteriorAlgebra.ιMulti_apply, create, mul_assoc]
    rfl
  have h1 : (Matrix.of fun i : Fin 4 => Pi.single i (1 : K)) = 1 := by
    ext i j
    simp [Matrix.one_apply, Pi.single_apply, eq_comm]
  rw [h, amplitude, ExteriorAlgebra.liftAlternating_apply_ιMulti]
  change Matrix.det (Matrix.of fun i : Fin 4 => Pi.single i (1 : K)) = 1
  rw [h1, Matrix.det_one]
```

The generators satisfy the fermionic relations. Since the filled state has amplitude one, it cannot be zero, so the abstract identities have a model in which $P$ survives.

```lean
/-- The generators of the exterior algebra satisfy the fermionic relations, and the product of
all four is nonzero. -/
theorem isGrassmann_witness : IsGrassmann (create K) ∧
    create K 0 * create K 1 * create K 2 * create K 3 ≠ 0 := by
  refine ⟨⟨fun i => ExteriorAlgebra.ι_sq_zero _, fun i j _ =>
    eq_neg_of_add_eq_zero_left (ExteriorAlgebra.ι_add_mul_swap _ _)⟩, fun h0 => ?_⟩
  have h1 := amplitude_filled K
  rw [h0, map_zero] at h1
  exact zero_ne_one h1
```

The final theorem applies the functional to $1+Z+\mathrm{Pf}(z)P$. By linearity only the last term contributes.

```lean
/-- The four-particle amplitude of the BCS pair state, the exponential series of the pair
operator with at least three terms, is the Pfaffian of the pair amplitudes. -/
theorem amplitude_pairState [CharZero K] (z : Matrix (Fin 4) (Fin 4) K) {N : ℕ}
    (hN : 3 ≤ N) : amplitude K (expSeries K N (pairOp z (create K))) = pf z := by
  rw [expSeries_pairOp K (isGrassmann_witness K).1 z hN, pairOp_eq]
  simp only [map_add, map_smul, amplitude_one, amplitude_pair, amplitude_filled]
  simp

end Fock

end

end BCSPfaffian
```

The pair amplitudes are arbitrary inputs: no Hamiltonian or gap equation selects them. Within this restriction to four modes and a given `z`, the theorem is the smallest case with competing pairings of the Pfaffian amplitudes that appear in pairing wave functions for electronic structure.

```lean
#print axioms BCSPfaffian.pairOp_separable
#print axioms BCSPfaffian.det_eq_pf_sq
#print axioms BCSPfaffian.amplitude_pairState
```

```
'BCSPfaffian.pairOp_separable' depends on axioms: [propext, Classical.choice, Quot.sound]
'BCSPfaffian.det_eq_pf_sq' depends on axioms: [propext, Classical.choice, Quot.sound]
'BCSPfaffian.amplitude_pairState' depends on axioms: [propext, Classical.choice, Quot.sound]
```
